# Moving the Grassmann generator θ_k from the front to its place in the ordered product θ_0 θ_1 ⋯ θ_m costs a sign (−1)^k

Grassmann generators, the anticommuting variables used to describe fermions, are modelled here as a finite family θ_0, …, θ_m of elements of an algebra over a commutative ring, which anticommute pairwise and have square zero. The lemma `mul_topProd_erase` states that θ_k times the ordered product of all the other generators equals (−1)^k times the ordered product of the whole family. The attempt is by induction on `m`. In the inductive step the case k = 0 is direct; for a later generator, the proof moves it past θ_0, which gives one minus sign, and applies the induction hypothesis to the family without θ_0.

Lean 4 with Mathlib refuses this proof:

```lean
import Mathlib

noncomputable section

namespace MulTopProdErase

variable {R A : Type*} [CommRing R] [Ring A] [Algebra R A] {m : ℕ}

/-- Grassmann generators: they anticommute and each has square zero. -/
structure IsGrassmann (θ : Fin m → A) : Prop where
  sq : ∀ i, θ i * θ i = 0
  anti : ∀ i j, θ i * θ j = -(θ j * θ i)

/-- The ordered product of all generators. -/
def topProd (θ : Fin m → A) : A := (List.ofFn θ).prod

/-- The ordered product is the first generator times the ordered product of the others. -/
theorem topProd_succ (θ : Fin (m + 1) → A) :
    topProd θ = θ 0 * topProd (fun i => θ i.succ) := by
  simp [topProd, List.ofFn_succ]

/-- For Grassmann generators, moving `θ_k` from the front to its place in the ordered product costs
`(-1)^k`. -/
theorem mul_topProd_erase {θ : Fin (m + 1) → A} (h : IsGrassmann θ) (k : Fin (m + 1)) :
    θ k * topProd (fun i => θ (k.succAbove i)) = ((-1 : R) ^ (k : ℕ)) • topProd θ := by
  induction m with
  | zero =>
    obtain rfl : k = 0 := Subsingleton.elim _ _
    rw [topProd_succ θ]; simp
  | succ m ih =>
    cases k using Fin.cases with
    | zero => rw [topProd_succ θ]; simp
    | succ k =>
      have e : topProd (fun i => θ (k.succ.succAbove i)) =
          θ 0 * topProd (fun i => θ (k.succAbove i).succ) := by
        rw [topProd_succ]; simp
      have hk : θ k.succ * topProd (fun i => θ (k.succAbove i).succ) =
          ((-1 : R) ^ (k : ℕ)) • topProd (fun i => θ i.succ) := ih (h.comp Fin.succ) k
      rw [e, ← mul_assoc, h.anti k.succ 0, neg_mul, mul_assoc, hk, mul_smul_comm,
        ← topProd_succ θ, Fin.val_succ, pow_succ, mul_neg_one, neg_smul]

end MulTopProdErase
```

The error:

```
Main.lean:28:26: error(lean.synthInstanceFailed): failed to synthesize instance of type class
  Subsingleton (Fin (0 + 1))

Hint: Type class instance resolution failures can be inspected with the `set_option trace.Meta.synthInstance true` command.
Main.lean:38:70: error(lean.invalidField): Invalid field `comp`: The environment does not contain `MulTopProdErase.IsGrassmann.comp`, so it is not possible to project the field `comp` from an expression
  h
of type `IsGrassmann θ`
```

The repair, with which the file compiles:

```diff
@@ -26,6 +26,7 @@
   induction m with
   | zero =>
-    obtain rfl : k = 0 := Subsingleton.elim _ _
-    rw [topProd_succ θ]; simp
+    cases k using Fin.cases with
+    | zero => rw [topProd_succ θ]; simp [topProd]
+    | succ k => exact k.elim0
   | succ m ih =>
     cases k using Fin.cases with
@@ -35,6 +36,8 @@
           θ 0 * topProd (fun i => θ (k.succAbove i).succ) := by
         rw [topProd_succ]; simp
+      have hs : IsGrassmann (fun i => θ (Fin.succ i)) :=
+        ⟨fun _ => h.sq _, fun _ _ => h.anti _ _⟩
       have hk : θ k.succ * topProd (fun i => θ (k.succAbove i).succ) =
-          ((-1 : R) ^ (k : ℕ)) • topProd (fun i => θ i.succ) := ih (h.comp Fin.succ) k
+          ((-1 : R) ^ (k : ℕ)) • topProd (fun i => θ i.succ) := ih hs k
       rw [e, ← mul_assoc, h.anti k.succ 0, neg_mul, mul_assoc, hk, mul_smul_comm,
         ← topProd_succ θ, Fin.val_succ, pow_succ, mul_neg_one, neg_smul]
```

What went wrong. The first message concerns the base case. `Subsingleton.elim` needs an instance saying that the index type has at most one element. The induction leaves that type as `Fin (0 + 1)`, and instance search finds none for it in this form, although `0 + 1` computes to `1`. The repair needs no such instance: `Fin.cases` applies to any `Fin (n + 1)`, so it fits `0 + 1` as it stands. It leaves the index zero and a successor of some `k : Fin 0`, which `k.elim0` rules out because `Fin 0` is empty. The added `simp [topProd]` lets `simp` unfold the products; no message shows that this was needed.

The second message says that `h.comp` refers to `IsGrassmann.comp`, which does not exist. The structure provides only `sq` and `anti`, and the file defines no lemma for reindexing a family. The repair proves the required fact directly as `hs`: both laws for the shifted family are special cases of the laws for `θ`. The induction hypothesis then takes `hs` in place of the missing term.
